# For symmetric positive definite $\varepsilon$, the quadrupole vertex $(q\cdot Qq)/(q\cdot\varepsilon q)$ has a limit as $q\to 0$ exactly when $Q+Q^{T}$ is a scalar multiple of $\varepsilon$

Q: Suppose my interpolation code stores a single number for the quadrupole electron-phonon term at the zone centre. For wavevectors in the $xy$ plane of a bulk crystal, take the in-plane block of the dielectric tensor $\varepsilon$ to be the identity (the actual dielectric constant is absorbed into the units of the term) and that of the quadrupole tensor to be $Q=\mathrm{diag}(1,-1)$. The term is then $+1$ along $x$ and $-1$ along $y$, however short the wavevector $q$ is. Whatever number I store, it is wrong by at least 1 in one of the two directions, and a finer mesh doesn't help. When is a single number legitimate?

A: Write the vertex as
$$f(q)=\frac{q\cdot Qq}{q\cdot\varepsilon q},\qquad q\neq 0,$$
with $\varepsilon$ real, symmetric and positive definite, and $Q$ any real matrix of the same size. A single number $L$ works as a limit exactly when $Q+Q^{T}=2L\varepsilon$. If $Q$ is itself symmetric, this reads $Q=L\varepsilon$. Your example violates it.

Q: Derive it for me, starting with the behaviour at small $q$.

A: For any matrix $A$ and real $t$, $(tq)\cdot A(tq)=t^2\,q\cdot Aq$. For $t\neq 0$ the factor $t^2$ cancels between numerator and denominator, so $f(tq)=f(q)$: the vertex depends on the direction of $q$ and not on its length.

It is also bounded. On the unit sphere the denominator is positive, so $f$ is continuous there. The sphere is compact, so $|f|\le C$ on it for some $C$. Any $q\neq 0$ can be scaled to unit length without changing $f$, so the same $C$ works for every nonzero $q$.

Q: So nothing diverges, and the only possible trouble is a dependence on direction.

A: Yes. Now suppose $f(q)\to L$ as $q\to 0$. Fix $q\neq 0$ and approach the origin along $tq$ with $t\to 0$, $t\neq 0$. The vertex is constant on that path, with value $f(q)$, so $f(q)=L$. Multiplying by the denominator gives
$$q\cdot Qq=L\,q\cdot\varepsilon q\quad\text{for all }q,$$
the case $q=0$ being trivial.

To get from forms to matrices, let $e_i$ be the $i$-th unit vector. Inserting $e_i$ and $e_j$ gives $Q_{ii}=L\varepsilon_{ii}$ and $Q_{jj}=L\varepsilon_{jj}$. Inserting $e_i+e_j$ gives
$$Q_{ii}+Q_{ij}+Q_{ji}+Q_{jj}=L(\varepsilon_{ii}+\varepsilon_{ij}+\varepsilon_{ji}+\varepsilon_{jj}).$$
Subtracting the first two equations from the third leaves $Q_{ij}+Q_{ji}=L(\varepsilon_{ij}+\varepsilon_{ji})$, which equals $2L\varepsilon_{ij}$ because $\varepsilon$ is symmetric. Hence $Q+Q^{T}=2L\varepsilon$.

Conversely, suppose $Q+Q^{T}=2L\varepsilon$. Since $q\cdot Q^{T}q=q\cdot Qq$, sandwiching the equation between two copies of $q$ gives $2\,q\cdot Qq=2L\,q\cdot\varepsilon q$. So $f(q)=L$ at every nonzero $q$, and the limit is $L$.

Q: What happens if my quadrupole tensor is traceless?

A: Take the trace of $Q+Q^{T}=2L\varepsilon$ to get $\operatorname{tr}Q=L\operatorname{tr}\varepsilon$. The diagonal entries $\varepsilon_{ii}=e_i\cdot\varepsilon e_i$ are positive, so $\operatorname{tr}\varepsilon>0$. If $\operatorname{tr}Q=0$, then $L=0$ and $Q+Q^{T}=0$. Conversely, $Q+Q^{T}=0$ gives the limit $0$. For a traceless tensor, the vertex therefore has a limit only if the symmetric part of the tensor vanishes.

Q: That convinces me as algebra. Now I want to know whether the Lean objects are the physical ones. What is a wavevector there?

A: A function `n → ℝ`, where `n` is a finite index set, so a real vector with one component per Cartesian direction. Three directions are the usual case, but any finite number is allowed. Two components describe wavevectors in a plane of a bulk crystal, not a two-dimensional material, where the Coulomb interaction depends differently on $q$. In one dimension the condition always holds, since there is only one line to approach along.

```lean
import Mathlib

open Matrix Filter Topology

namespace QuadrupoleVertex

noncomputable section

variable {n : Type*} [Fintype n]
```

The form $q\cdot Aq$ is called `quad A q`. The symbol `*ᵥ` applies a matrix to a vector, and `⬝ᵥ` is the dot product.

```lean
/-- The quadratic form `q · A q` of a tensor `A` at the wavevector `q`. -/
def quad (A : Matrix n n ℝ) (q : n → ℝ) : ℝ := q ⬝ᵥ (A *ᵥ q)
```

The vertex is the quotient of two such forms.

```lean
/-- The quadrupole electron-phonon vertex `(q · Q q) / (q · ε q)`, with quadrupole tensor `Q`
screened by the dielectric tensor `ε`. -/
def vertex (eps Q : Matrix n n ℝ) (q : n → ℝ) : ℝ := quad Q q / quad eps q
```

Q: A real electron-phonon matrix element contains much more than that quotient.

A: It does. Here $Q$ stands for the quadrupole tensor of one fixed displacement pattern, and both $Q$ and $\varepsilon$ are constants. Prefactors, phases, electronic overlaps, the dipole term, sums over reciprocal lattice vectors and any dependence of the phonon eigenvector on the direction of $q$ are all left out. Within that restriction, the result tells an interpolation scheme when this leading quadrupole term can be given a continuous value at the zone centre, and when its directional dependence has to be kept.

Q: And what exactly does the main theorem assume and conclude?

A: `quadrupole_vertex_zone_centre` has two hypotheses. `hs : eps.IsSymm` says that $\varepsilon$ equals its transpose, as it does when the static electronic dielectric tensor is obtained as a second derivative of an energy with respect to the electric field. `hp` says that `quad eps q` is positive for every nonzero `q`; physically, a macroscopic field along any direction costs positive energy after electronic screening. Both are assumed here, not derived from an electronic structure calculation. Nothing is assumed about $Q$, not even symmetry.

The conclusion has three parts. The vertex is unchanged under `t • q` for nonzero `t`. There is one constant `C` that bounds its absolute value at all nonzero `q`; this part also restates that the denominator is positive. Finally, some `L` is a limit at the zone centre if and only if some `c` satisfies `Q + Qᵀ = c • eps`. The constants are related by $c=2L$.

Q: Do you really need symmetry of $\varepsilon$? Only its quadratic form enters the vertex.

A: The vertex doesn't see the antisymmetric part, but the matrix condition does. Take
$$\varepsilon=\begin{pmatrix}1&1\\-1&1\end{pmatrix},\qquad Q=\varepsilon.$$
Then $q\cdot\varepsilon q=q_1^2+q_2^2$ is positive for $q\neq 0$, and $f(q)=1$ everywhere away from the origin, so the limit exists. Yet $Q+Q^{T}$ is twice the identity, which is not a multiple of $\varepsilon$. Without `hs`, the equivalence is false.

Q: Fine. Take me through the proof.

A: The first lemma is the $t^2$ scaling. Linearity pulls each factor of $t$ out, and `ring` collects them.

```lean
lemma quad_smul (A : Matrix n n ℝ) (t : ℝ) (q : n → ℝ) :
    quad A (t • q) = t ^ 2 * quad A q := by
  simp only [quad, Matrix.mulVec_smul, smul_dotProduct, dotProduct_smul, smul_eq_mul]
  ring
```

The second says that a quadratic form is continuous in $q$. Written out, it is a finite sum of products of components, which `fun_prop` recognises as continuous.

```lean
lemma quad_continuous (A : Matrix n n ℝ) : Continuous (fun q => quad A q) := by
  simp only [quad, dotProduct, Matrix.mulVec]
  fun_prop
```

Next comes polarization, stated for two general matrices $A$ and $B$. The auxiliary facts `single` and `pair` evaluate the form at $e_i$ and at $e_i+e_j$, with `Pi.single i 1` as the unit vector. The final `linear_combination h1 - h2 - h3` is the subtraction of the three equations that I did above.

```lean
/-- Two tensors whose quadratic forms are proportional at all wavevectors have proportional
symmetric parts, with the same factor. -/
theorem symm_part_of_quad {A B : Matrix n n ℝ} {L : ℝ}
    (h : ∀ q, quad A q = L * quad B q) : A + Aᵀ = L • (B + Bᵀ) := by
  classical
  have single : ∀ (M : Matrix n n ℝ) (i : n), quad M (Pi.single i 1) = M i i := by
    intro M i
    simp [quad]
  have pair : ∀ (M : Matrix n n ℝ) (i j : n),
      quad M (Pi.single i 1 + Pi.single j 1) = M i i + M i j + M j i + M j j := by
    intro M i j
    simp [quad, Matrix.mulVec_add, add_dotProduct, dotProduct_add]
    ring
  ext i j
  -- polarization: compare the forms at e_i + e_j, e_i and e_j
  have h1 := h (Pi.single i 1 + Pi.single j 1)
  have h2 := h (Pi.single i 1)
  have h3 := h (Pi.single j 1)
  rw [pair, pair] at h1
  rw [single, single] at h2 h3
  simp only [Matrix.add_apply, Matrix.transpose_apply, Matrix.smul_apply, smul_eq_mul]
  linear_combination h1 - h2 - h3
```

Q: This lemma has $B+B^{T}$ on the right, not $2B$.

A: Because symmetry hasn't been used yet. It enters later, when $B$ becomes $\varepsilon$.

Scale invariance of the vertex now follows by cancelling $t^2$, which is where `t ≠ 0` is needed.

```lean
/-- The vertex depends only on the line through `q`: it is unchanged when `q` is multiplied
by a nonzero number. -/
theorem vertex_smul (eps Q : Matrix n n ℝ) {t : ℝ} (ht : t ≠ 0) (q : n → ℝ) :
    vertex eps Q (t • q) = vertex eps Q q := by
  unfold vertex
  rw [quad_smul, quad_smul, mul_div_mul_left _ _ (pow_ne_zero 2 ht)]
```

Along a ray the vertex is therefore constant except possibly at $t=0$, so its directional limit is its value at $q$.

```lean
/-- When the zone centre is approached along the direction `q`, the vertex tends to its value
at `q`. -/
theorem vertex_tendsto_along_ray (eps Q : Matrix n n ℝ) (q : n → ℝ) :
    Tendsto (fun t : ℝ => vertex eps Q (t • q)) (𝓝[≠] 0) (𝓝 (vertex eps Q q)) := by
  refine tendsto_const_nhds.congr' ?_
  filter_upwards [self_mem_nhdsWithin] with t ht
  exact (vertex_smul eps Q ht q).symm
```

For the bound, `hcont` is continuity on the unit sphere, with `hp` keeping the denominator away from zero. `isCompact_sphere` supplies compactness and hence `C`. The last lines apply that bound to `‖q‖⁻¹ • q` and return to $q$ by scale invariance.

```lean
/-- For a positive definite dielectric tensor, the denominator of the vertex is positive and
the vertex is bounded by one common constant at all nonzero wavevectors. -/
theorem vertex_bounded {eps : Matrix n n ℝ} (hp : ∀ q, q ≠ 0 → 0 < quad eps q)
    (Q : Matrix n n ℝ) :
    ∃ C : ℝ, ∀ q, q ≠ 0 → 0 < quad eps q ∧ |vertex eps Q q| ≤ C := by
  have hcont : ContinuousOn (vertex eps Q) (Metric.sphere (0 : n → ℝ) 1) := by
    refine ContinuousOn.div (quad_continuous Q).continuousOn
      (quad_continuous eps).continuousOn (fun q hq => (hp q ?_).ne')
    rintro rfl
    simp at hq
  -- the unit sphere is compact, and every nonzero q can be scaled onto it
  obtain ⟨C, hC⟩ := (isCompact_sphere (0 : n → ℝ) 1).exists_bound_of_continuousOn hcont
  refine ⟨C, fun q hq => ⟨hp q hq, ?_⟩⟩
  have hn : ‖q‖ ≠ 0 := norm_ne_zero_iff.mpr hq
  have h := hC (‖q‖⁻¹ • q) (by
    rw [mem_sphere_zero_iff_norm, norm_smul, norm_inv, norm_norm, inv_mul_cancel₀ hn])
  rwa [vertex_smul eps Q (inv_ne_zero hn), Real.norm_eq_abs] at h
```

Q: Which norm is this? My wavevectors have a Euclidean length.

A: On `n → ℝ`, Mathlib uses the largest absolute component, so this "sphere" is the surface of a cube in three dimensions. That surface is also compact and also meets every ray from the origin, so the argument is the same. The notion of $q\to 0$ is the same for both norms.

Q: Then the remaining worry is the limit itself. How does Lean say "as $q$ tends to 0" without touching $q=0$?

A: With the filter `𝓝[≠] 0`, the punctured neighbourhoods of the origin. The proof turns on this device. `Tendsto (vertex eps Q) (𝓝[≠] 0) (𝓝 L)` says that for every neighbourhood of $L$, the vertex lies in it at all sufficiently small nonzero $q$. The value at $q=0$ plays no role. This matters, because Lean sets $0/0=0$: with the full neighbourhoods `𝓝 0`, the only possible limit would be $0$, and even $Q=\varepsilon$ would fail to have the limit $1$.

To restrict a full limit to a ray, one must show that every punctured neighbourhood of $0$ in wavevector space contains $tq$ for all sufficiently small nonzero $t$. `tendsto_nhdsWithin_iff` splits this into two claims: $tq\to 0$, and $tq\neq 0$ for small nonzero $t$. The second holds because $q\neq 0$. The vertex along the ray then has two limits, $f(q)$ and $L$, and `tendsto_nhds_unique` identifies them. Uniqueness requires that there be nonzero real $t$ arbitrarily close to $0$, which Mathlib knows.

```lean
/-- For a symmetric positive definite dielectric tensor `ε`, the vertex tends to `L` at the zone
centre exactly when `Q + Qᵀ = 2 L ε`. -/
theorem vertex_tendsto_iff {eps : Matrix n n ℝ} (hs : eps.IsSymm)
    (hp : ∀ q, q ≠ 0 → 0 < quad eps q) (Q : Matrix n n ℝ) (L : ℝ) :
    Tendsto (vertex eps Q) (𝓝[≠] 0) (𝓝 L) ↔ Q + Qᵀ = (2 * L) • eps := by
  constructor
  · intro h
    have key : ∀ q, quad Q q = L * quad eps q := by
      intro q
      by_cases hq : q = 0
      · simp [hq, quad]
      -- the limit along the ray through q must agree with the full limit
      have h0 : Tendsto (fun t : ℝ => t • q) (𝓝 0) (𝓝 0) := by
        have hc : Continuous (fun t : ℝ => t • q) := by fun_prop
        have h1 := hc.tendsto 0
        simp only [zero_smul] at h1
        exact h1
      have ray : Tendsto (fun t : ℝ => t • q) (𝓝[≠] 0) (𝓝[≠] 0) := by
        refine tendsto_nhdsWithin_iff.mpr ⟨h0.mono_left nhdsWithin_le_nhds, ?_⟩
        filter_upwards [self_mem_nhdsWithin] with t ht
        exact smul_ne_zero ht hq
      have hv : vertex eps Q q = L :=
        tendsto_nhds_unique (vertex_tendsto_along_ray eps Q q) (h.comp ray)
      exact (div_eq_iff (hp q hq).ne').mp hv
    rw [symm_part_of_quad key, hs.eq]
    module
  · intro hL
    have key : ∀ q, quad Q q = L * quad eps q := by
      intro q
      have ht : q ⬝ᵥ (Qᵀ *ᵥ q) = q ⬝ᵥ (Q *ᵥ q) := by
        rw [Matrix.mulVec_transpose, dotProduct_comm, ← Matrix.dotProduct_mulVec]
      have h := congrArg (fun M => quad M q) hL
      simp only [quad, Matrix.add_mulVec, Matrix.smul_mulVec, dotProduct_add,
        dotProduct_smul, smul_eq_mul] at h
      unfold quad
      linear_combination (h - ht) / 2
    -- the vertex is constant away from the zone centre
    refine tendsto_const_nhds.congr' ?_
    filter_upwards [self_mem_nhdsWithin] with q hq
    rw [vertex, key q, mul_div_assoc, div_self (hp q hq).ne', mul_one]
```

Q: I see the ray argument in the first half. What happens after `hv`?

A: `div_eq_iff` multiplies by the denominator, giving the equality of forms called `key`. Polarization and `hs.eq` then turn it into $Q+Q^{T}=2L\varepsilon$. In the second half, `ht` is the identity $q\cdot Q^{T}q=q\cdot Qq$, and `key` is recovered from the matrix equation. The vertex then equals $L$ at every nonzero $q$, so its limit is $L$.

The main theorem collects the three properties. For the existence statement it passes from $L$ to $c=2L$ in one direction and from $c$ to $L=c/2$ in the other.

```lean
/-- For a symmetric positive definite dielectric tensor, the quadrupole vertex is invariant under
nonzero scaling of `q`, is bounded at nonzero `q`, and has a limit at the zone centre if and only
if `Q + Qᵀ` is a scalar multiple of `ε`. -/
theorem quadrupole_vertex_zone_centre {eps : Matrix n n ℝ} (hs : eps.IsSymm)
    (hp : ∀ q, q ≠ 0 → 0 < quad eps q) (Q : Matrix n n ℝ) :
    (∀ t : ℝ, t ≠ 0 → ∀ q, vertex eps Q (t • q) = vertex eps Q q) ∧
    (∃ C : ℝ, ∀ q, q ≠ 0 → 0 < quad eps q ∧ |vertex eps Q q| ≤ C) ∧
    ((∃ L, Tendsto (vertex eps Q) (𝓝[≠] 0) (𝓝 L)) ↔ ∃ c : ℝ, Q + Qᵀ = c • eps) := by
  refine ⟨fun t ht q => vertex_smul eps Q ht q, vertex_bounded hp Q, ?_, ?_⟩
  · rintro ⟨L, hL⟩
    exact ⟨2 * L, (vertex_tendsto_iff hs hp Q L).mp hL⟩
  · rintro ⟨c, hc⟩
    have h2 : 2 * (c / 2) = c := by ring
    exact ⟨c / 2, (vertex_tendsto_iff hs hp Q (c / 2)).mpr (by rw [h2, hc])⟩
```

Q: And the trace relation is just the trace of the sharp condition?

A: Yes. The trace of a transpose is the trace of the matrix, so a factor of two drops out.

```lean
/-- For a symmetric positive definite dielectric tensor, if the vertex has the limit `L` at the zone
centre, then `L` times the trace of the dielectric tensor is the trace of the quadrupole tensor. -/
theorem limit_mul_trace {eps Q : Matrix n n ℝ} (hs : eps.IsSymm)
    (hp : ∀ q, q ≠ 0 → 0 < quad eps q) {L : ℝ}
    (hL : Tendsto (vertex eps Q) (𝓝[≠] 0) (𝓝 L)) : L * eps.trace = Q.trace := by
  have h := congrArg Matrix.trace ((vertex_tendsto_iff hs hp Q L).mp hL)
  rw [Matrix.trace_add, Matrix.trace_transpose, Matrix.trace_smul, smul_eq_mul] at h
  linear_combination -h / 2
```

For the traceless case, `hpos` proves $\operatorname{tr}\varepsilon>0$ by evaluating the form at unit vectors. The assumption `Nonempty n` ensures that there is at least one direction, so that the sum of positive entries is positive. From $L\operatorname{tr}\varepsilon=0$ it follows that $L=0$, and the sharp condition becomes $Q+Q^{T}=0$.

```lean
/-- For a symmetric positive definite dielectric tensor and a traceless quadrupole tensor, in at
least one dimension, the vertex has a limit at the zone centre if and only if the symmetric part of
the tensor vanishes. -/
theorem traceless_limit_iff [Nonempty n] {eps Q : Matrix n n ℝ} (hs : eps.IsSymm)
    (hp : ∀ q, q ≠ 0 → 0 < quad eps q) (hQ : Q.trace = 0) :
    (∃ L, Tendsto (vertex eps Q) (𝓝[≠] 0) (𝓝 L)) ↔ Q + Qᵀ = 0 := by
  classical
  constructor
  · rintro ⟨L, hL⟩
    -- the diagonal entries of ε are positive, hence so is its trace
    have hpos : 0 < eps.trace := by
      refine Finset.sum_pos (fun i _ => ?_) Finset.univ_nonempty
      simpa [quad] using hp (Pi.single i 1) (by simp)
    have h := limit_mul_trace hs hp hL
    rw [hQ] at h
    have hL0 : L = 0 := (mul_eq_zero.mp h).resolve_right hpos.ne'
    rw [(vertex_tendsto_iff hs hp Q L).mp hL, hL0, mul_zero, zero_smul]
  · intro h
    exact ⟨0, (vertex_tendsto_iff hs hp Q 0).mpr (by rw [h, mul_zero, zero_smul])⟩

end

end QuadrupoleVertex
```

Q: So for my $\mathrm{diag}(1,-1)$, the last theorem settles it at once: the trace is zero, the symmetric part isn't, and there is no limit.

A: Right. What you can store for that tensor is the function of direction, $(q_1^2-q_2^2)/(q_1^2+q_2^2)$, which is bounded by 1 in absolute value.

```lean
#print axioms QuadrupoleVertex.quadrupole_vertex_zone_centre
-- 'QuadrupoleVertex.quadrupole_vertex_zone_centre' depends on axioms: [propext, Classical.choice, Quot.sound]
#print axioms QuadrupoleVertex.traceless_limit_iff
-- 'QuadrupoleVertex.traceless_limit_iff' depends on axioms: [propext, Classical.choice, Quot.sound]
```
